# The connected particle-hole matrix of a state is positive semidefinite, and annihilates δ_kl exactly when the particle number is sharp

An isolated molecule has a fixed number of electrons, while a grand-canonical or BCS state has a number that fluctuates. Can the difference be read from correlations between particle-hole operators alone?

Let w(x) be the expectation value of x, a_i the annihilation operator of mode i, and † the adjoint. Define

g(i,j) = w(a_i† a_j)

G(ij,kl) = w(a_i† a_j a_l† a_k)

C(ij,kl) = G(ij,kl) − g(i,j) g(l,k)

Nop = Σ_k a_k† a_k.

For finitely many modes, C is positive semidefinite. Moreover, Cδ = 0, with δ_kl the Kronecker delta read as a vector on pairs, exactly when some number N satisfies w(x Nop) = N w(x) for all x. For a density matrix ρ this says Nop ρ = Nρ.

## Two checks on a computed density matrix

Let the modes be all the orthonormal spin orbitals of a finite basis, so that Nop counts every electron that the calculation treats. In a subset of these orbitals the number can fluctuate even when the total is fixed, and Cδ for that subset is then non-zero. A clearly negative eigenvalue of a correctly assembled C shows that the reduced density matrices come from no state. For a fixed-N calculation, a non-zero Cδ points to number contamination, inconsistent data or an index error. When Cδ = 0 and there are r ≥ 1 modes, δ/√r is a normalised null vector, though not necessarily the only one. C is then singular, so an unpivoted Cholesky factorisation may break down.

## From positive squares to the number variance

For operators x, y and a complex number c, `expand` multiplies out

w((y + cx)†(y + cx)) = w(y†y) + c w(y†x) + c̄ w(x†y) + |c|² w(x†x).

**Adjoints.** Put y = 1. The left side and w(x†x) are real, so c w(x) + c̄ w(x†) is real. Taking c = 1 and c = i gives w(x†) = conj w(x), which is `IsState.apply_star`.

**Variance.** Let m = w(x†), so m̄ = w(x). Then

0 ≤ w((x† − m)†(x† − m)) = w(xx†) − m w(x) − m̄ w(x†) + |m|² = w(xx†) − w(x) w(x†).

This is `IsState.variance_nonneg`.

**Positivity.** For a vector v, set X = Σ_ij conj(v_ij) a_i† a_j. Then X† = Σ_kl v_kl a_l† a_k, and `connected_quadratic` matches the double sums term by term:

v†Cv = w(XX†) − w(X) w(X†) ≥ 0.

`connected_posSemidef` combines this with Hermiticity, which follows from the adjoint rule.

**Action on δ.** Setting k = l and summing gives `connected_mulVec_delta`:

(Cδ)_ij = w(a_i† a_j Nop) − g(i,j) w(Nop).

If w(x Nop) = N w(x), then x = 1 gives w(Nop) = N, and the right side vanishes.

**Converse.** If Cδ = 0, summing the components i = j gives w(Nop²) = w(Nop)². Put N = w(Nop), which is real, and y = Nop − N. Then w(y†y) = 0. For any x and c,

0 ≤ w((x† + cy)†(x† + cy)) = w(xx†) + 2 Re(c w(xy)).

If w(xy) were non-zero, choosing c w(xy) = −w(xx†) − 1 would make the right side negative. Hence w(xy) = 0, as `IsState.null` states, and w(x Nop) = N w(x). `connected_delta_eq_zero_iff` assembles both directions.

The same calculation covers spin projection: if S = Σ_k m_k a_k† a_k, with real m_k, satisfies w(xS) = s w(x) for all x, then C annihilates the vector m_k δ_kl.

## The Lean file

```lean
import Mathlib

open Matrix
open scoped ComplexOrder

namespace ConnectedParticleHole

variable {A : Type*} [Ring A] [StarRing A] [Algebra ℂ A] [StarModule ℂ A]

/-- A state: a linear functional that is non-negative on every `x* x` and equals one on the
identity. -/
structure IsState (w : A →ₗ[ℂ] ℂ) : Prop where
  nonneg : ∀ x, 0 ≤ w (star x * x)
  normalised : w 1 = 1

/-- The one-particle matrix `g(i,j) = w(a_i* a_j)`. -/
def oneMatrix {n : Type*} (w : A →ₗ[ℂ] ℂ) (a : n → A) : Matrix n n ℂ :=
  fun i j => w (star (a i) * a j)

/-- The particle-hole matrix `G(ij,kl) = w(a_i* a_j a_l* a_k)`. -/
def phMatrix {n : Type*} (w : A →ₗ[ℂ] ℂ) (a : n → A) : Matrix (n × n) (n × n) ℂ :=
  fun p q => w (star (a p.1) * a p.2 * star (a q.2) * a q.1)

/-- The connected particle-hole matrix `G(ij,kl) - g(i,j) g(l,k)`. -/
def connected {n : Type*} (w : A →ₗ[ℂ] ℂ) (a : n → A) : Matrix (n × n) (n × n) ℂ :=
  fun p q => phMatrix w a p q - oneMatrix w a p.1 p.2 * oneMatrix w a q.2 q.1

/-- The number operator `Σ a_k* a_k`. -/
def numberOp {n : Type*} [Fintype n] (a : n → A) : A := ∑ k, star (a k) * a k

/-- The one-body operator `Σ conj(v_ij) a_i* a_j` with coefficients taken from `v`. -/
def pairOp {n : Type*} [Fintype n] (a : n → A) (v : n × n → ℂ) : A :=
  ∑ p, star (v p) • (star (a p.1) * a p.2)

/-- The vector `δ_kl` on pairs of modes. -/
def deltaVec (n : Type*) [DecidableEq n] : n × n → ℂ := fun p => if p.1 = p.2 then 1 else 0

/-- Expansion of `w((y + c x)* (y + c x))` for a linear functional `w`. -/
theorem expand (w : A →ₗ[ℂ] ℂ) (x y : A) (c : ℂ) :
    w (star (y + c • x) * (y + c • x)) = w (star y * y) + c * w (star y * x)
      + star c * w (star x * y) + star c * c * w (star x * x) := by
  simp only [star_add, star_smul, add_mul, mul_add, smul_mul_assoc, mul_smul_comm,
    map_add, map_smul, smul_eq_mul]
  ring

/-- In a state, the expectation value of `x*` is the complex conjugate of that of `x`. -/
theorem IsState.apply_star {w : A →ₗ[ℂ] ℂ} (hw : IsState w) (x : A) :
    w (star x) = star (w x) := by
  -- the expectation values of three squares are real
  have h0 := (Complex.nonneg_iff.mp (hw.nonneg x)).2
  have h1 := (Complex.nonneg_iff.mp (hw.nonneg (1 + (1 : ℂ) • x))).2
  have h2 := (Complex.nonneg_iff.mp (hw.nonneg (1 + Complex.I • x))).2
  rw [expand] at h1 h2
  simp [hw.normalised] at h1 h2
  apply Complex.ext
  · simp only [Complex.star_def, Complex.conj_re]
    linarith
  · simp only [Complex.star_def, Complex.conj_im]
    linarith

/-- In a state, the variance `w(x x*) - w(x) w(x*)` of any operator is non-negative. -/
theorem IsState.variance_nonneg {w : A →ₗ[ℂ] ℂ} (hw : IsState w) (x : A) :
    0 ≤ w (x * star x) - w x * w (star x) := by
  have e : star (w (star x)) = w x := by rw [← hw.apply_star, star_star]
  -- subtract the mean value from `x*`
  have h := hw.nonneg (star x + (-w (star x)) • (1 : A))
  rw [expand] at h
  simp only [star_star, star_one, one_mul, mul_one, star_neg, e, hw.normalised] at h
  convert h using 1
  ring

/-- If `w(y* y) = 0` in a state `w`, then `w(x y) = 0` for every `x`. -/
theorem IsState.null {w : A →ₗ[ℂ] ℂ} (hw : IsState w) (x : A) {y : A}
    (hy : w (star y * y) = 0) : w (x * y) = 0 := by
  by_contra hz
  obtain ⟨c, hc⟩ : ∃ c, c * w (x * y) = -(w (x * star x) + 1) := ⟨_, div_mul_cancel₀ _ hz⟩
  have e : star c * w (star y * star x) = star (-(w (x * star x) + 1)) := by
    rw [← star_mul, hw.apply_star, ← star_mul', hc]
  have hK := hw.nonneg (star x)
  rw [star_star] at hK
  -- a large multiple of `y` would make a square negative
  have h := hw.nonneg (star x + c • y)
  rw [expand, star_star, hy, e, hc, mul_zero, add_zero] at h
  have h1 := (Complex.nonneg_iff.mp h).1
  have h2 := (Complex.nonneg_iff.mp hK).1
  simp only [Complex.add_re, Complex.neg_re, Complex.one_re, Complex.star_def,
    Complex.conj_re] at h1
  linarith

/-- The quadratic form of the connected matrix at `v` is `w(X X*) - w(X) w(X*)` for the
one-body operator `X = Σ conj(v_ij) a_i* a_j`. -/
theorem connected_quadratic {n : Type*} [Fintype n] (w : A →ₗ[ℂ] ℂ) (a : n → A)
    (v : n × n → ℂ) :
    star v ⬝ᵥ (connected w a *ᵥ v) =
      w (pairOp a v * star (pairOp a v)) - w (pairOp a v) * w (star (pairOp a v)) := by
  have hX : star (pairOp a v) = ∑ q, v q • (star (a q.2) * a q.1) := by
    simp only [pairOp, star_sum, star_smul, star_mul, star_star]
  rw [hX, pairOp, Finset.sum_mul_sum]
  simp only [map_sum]
  rw [Finset.sum_mul_sum, ← Finset.sum_sub_distrib]
  simp only [dotProduct, Matrix.mulVec, Finset.mul_sum]
  refine Finset.sum_congr rfl fun p _ => ?_
  rw [← Finset.sum_sub_distrib]
  refine Finset.sum_congr rfl fun q _ => ?_
  simp only [connected, phMatrix, oneMatrix, smul_mul_assoc, mul_smul_comm, map_smul,
    smul_eq_mul, Pi.star_apply, mul_assoc]
  ring

/-- In a state, the connected particle-hole matrix is positive semidefinite. -/
theorem connected_posSemidef {n : Type*} [Fintype n] {w : A →ₗ[ℂ] ℂ} (hw : IsState w)
    (a : n → A) : (connected w a).PosSemidef := by
  refine Matrix.PosSemidef.of_dotProduct_mulVec_nonneg ?_ fun v => ?_
  · refine Matrix.IsHermitian.ext fun p q => ?_
    simp only [connected, phMatrix, oneMatrix, star_sub, star_mul, ← hw.apply_star,
      star_star, mul_assoc]
  · rw [connected_quadratic]
    exact hw.variance_nonneg _

omit [StarModule ℂ A] in
/-- Applied to `δ_kl`, the connected matrix gives `w(a_i* a_j Nop) - g(i,j) w(Nop)`. -/
theorem connected_mulVec_delta {n : Type*} [Fintype n] [DecidableEq n] (w : A →ₗ[ℂ] ℂ)
    (a : n → A) (p : n × n) :
    (connected w a *ᵥ deltaVec n) p =
      w (star (a p.1) * a p.2 * numberOp a) - oneMatrix w a p.1 p.2 * w (numberOp a) := by
  simp only [Matrix.mulVec, dotProduct, deltaVec, Fintype.sum_prod_type, mul_ite, mul_one,
    mul_zero, Finset.sum_ite_eq, Finset.mem_univ, if_true]
  simp only [connected, phMatrix, oneMatrix, numberOp, Finset.mul_sum, map_sum,
    Finset.sum_sub_distrib, mul_assoc]

/-- In a state, the connected matrix annihilates `δ_kl` exactly when there is a number `N` with
`w(x Nop) = N w(x)` for all `x`. -/
theorem connected_delta_eq_zero_iff {n : Type*} [Fintype n] [DecidableEq n]
    {w : A →ₗ[ℂ] ℂ} (hw : IsState w) (a : n → A) :
    connected w a *ᵥ deltaVec n = 0 ↔ ∃ N : ℂ, ∀ x, w (x * numberOp a) = N * w x := by
  constructor
  · intro h
    have hp : ∀ i, w (star (a i) * a i * numberOp a)
        = w (star (a i) * a i) * w (numberOp a) := fun i => by
      have hi := congrFun h (i, i)
      rw [connected_mulVec_delta] at hi
      exact sub_eq_zero.mp hi
    have hs : ∀ x, w (numberOp a * x) = ∑ i, w (star (a i) * a i * x) := fun x => by
      rw [numberOp, Finset.sum_mul, map_sum]
    have hs1 : w (numberOp a) = ∑ i, w (star (a i) * a i) := by rw [numberOp, map_sum]
    -- the diagonal components add up to a vanishing number variance
    have hvar : w (numberOp a * numberOp a) = w (numberOp a) * w (numberOp a) := by
      rw [hs, Finset.sum_congr rfl fun i _ => hp i, ← Finset.sum_mul, ← hs1]
    have hsa : star (numberOp a) = numberOp a := by
      simp only [numberOp, star_sum, star_mul, star_star]
    have hreal : star (w (numberOp a)) = w (numberOp a) := by rw [← hw.apply_star, hsa]
    have hy : w (star (numberOp a + (-w (numberOp a)) • (1 : A))
        * (numberOp a + (-w (numberOp a)) • (1 : A))) = 0 := by
      rw [expand]
      simp only [hsa, star_one, one_mul, mul_one, star_neg, hreal, hw.normalised, hvar]
      ring
    refine ⟨w (numberOp a), fun x => ?_⟩
    have h2 := hw.null x hy
    simp only [mul_add, mul_smul_comm, mul_one, map_add, map_smul, smul_eq_mul] at h2
    linear_combination h2
  · rintro ⟨N, hN⟩
    -- normalisation identifies `N` with the mean particle number
    have h1 : w (numberOp a) = N := by
      have h := hN 1
      rwa [one_mul, hw.normalised, mul_one] at h
    funext p
    rw [connected_mulVec_delta, hN, h1]
    simp only [oneMatrix, Pi.zero_apply]
    ring

/-- Annihilation operators of two fermionic modes in the Fock basis `00, 10, 01, 11`. -/
def fockModes : Fin 2 → Matrix (Fin 4) (Fin 4) ℂ :=
  ![!![0, 1, 0, 0; 0, 0, 0, 0; 0, 0, 0, 1; 0, 0, 0, 0],
    !![0, 0, 1, 0; 0, 0, 0, -1; 0, 0, 0, 0; 0, 0, 0, 0]]

/-- The expectation value in the Fock vector `10`, with one particle in the first mode. -/
def fockState : Matrix (Fin 4) (Fin 4) ℂ →ₗ[ℂ] ℂ where
  toFun x := x 1 1
  map_add' _ _ := rfl
  map_smul' _ _ := rfl

/-- The two Fock modes obey the canonical anticommutation relations, the vector `10` gives a state
with `w(x Nop) = 1 w(x)`, and its connected matrix has an entry equal to one. -/
theorem connected_witness :
    (∀ i j, fockModes i * fockModes j + fockModes j * fockModes i = 0) ∧
    (∀ i j, fockModes i * star (fockModes j) + star (fockModes j) * fockModes i
      = if i = j then 1 else 0) ∧
    IsState fockState ∧
    (∀ x, fockState (x * numberOp fockModes) = 1 * fockState x) ∧
    connected fockState fockModes (0, 1) (0, 1) = 1 := by
  have hf : ∀ x, fockState x = x 1 1 := fun _ => rfl
  -- the two creation operators as explicit matrices
  have h0 : star (!![0, 1, 0, 0; 0, 0, 0, 0; 0, 0, 0, 1; 0, 0, 0, 0] : Matrix (Fin 4) (Fin 4) ℂ)
      = !![0, 0, 0, 0; 1, 0, 0, 0; 0, 0, 0, 0; 0, 0, 1, 0] := by
    ext r s
    rw [Matrix.star_apply]
    fin_cases r <;> fin_cases s <;> simp
  have h1 : star (!![0, 0, 1, 0; 0, 0, 0, -1; 0, 0, 0, 0; 0, 0, 0, 0] : Matrix (Fin 4) (Fin 4) ℂ)
      = !![0, 0, 0, 0; 0, 0, 0, 0; 1, 0, 0, 0; 0, -1, 0, 0] := by
    ext r s
    rw [Matrix.star_apply]
    fin_cases r <;> fin_cases s <;> simp
  refine ⟨fun i j => ?_, fun i j => ?_, ⟨fun x => ?_, ?_⟩, fun x => ?_, ?_⟩
  · fin_cases i <;> fin_cases j <;> ext r s <;> fin_cases r <;> fin_cases s <;>
      simp [fockModes]
  · fin_cases i <;> fin_cases j <;> ext r s <;> fin_cases r <;> fin_cases s <;>
      simp [fockModes, h0, h1]
  · change 0 ≤ (star x * x) 1 1
    rw [Matrix.mul_apply]
    exact Finset.sum_nonneg fun k _ => star_mul_self_nonneg (x k 1)
  · simp [hf]
  · simp [hf, numberOp, fockModes, h0, h1, Matrix.mul_apply, Fin.sum_univ_four]
  · simp [connected, phMatrix, oneMatrix, hf, fockModes, h0, h1]

end ConnectedParticleHole
```

```lean
#print axioms ConnectedParticleHole.connected_posSemidef
#print axioms ConnectedParticleHole.connected_delta_eq_zero_iff
```

```
'ConnectedParticleHole.connected_posSemidef' depends on axioms: [propext, Classical.choice, Quot.sound]
'ConnectedParticleHole.connected_delta_eq_zero_iff' depends on axioms: [propext, Classical.choice, Quot.sound]
```

## What is assumed about the state and the modes

`A` is a complex algebra with adjoint `star`, and `w` is a linear functional on it. `IsState` assumes only positivity on squares and w(1) = 1, the properties of an expectation value in a normalised pure or mixed state. In Lean's order on ℂ, `0 ≤ z` means real and non-negative. The finite type `n` labels modes, and pairs in `n × n` label the rows and columns of `connected`.

The family `a` is arbitrary: no commutation relations enter the general theorems. `connected_witness` supplies a fermionic example by checking explicit 4 × 4 matrices entry by entry. With one particle in mode 0 of two, C(01,01) = 1. So C is not the two-particle cumulant, which vanishes for a single determinant.

Both conditions are necessary for a fixed-N state, but they do not establish N-representability. The equivalence presupposes a state `w`; for a trial matrix that comes from none, Cδ = 0 certifies nothing about particle number. Rounding tolerances are left to the code.
